# SCDM orbitals are a unitary rotation when the selected block is invertible: orthonormality and unchanged exchange

Take one normalised orbital on two grid points labelled $0$ and $1$, with values $\psi(0)=a$, $\psi(1)=b$ and $|a|^2+|b|^2=1$. Its density matrix is $P_{xy}=\psi(x)\overline{\psi(y)}$. Select the point $0$ and assume $a\neq0$. The column of $P$ at that point is $P_{x0}=\bar a\,\psi(x)$, the orbital again but rescaled, and the diagonal entry there is $P_{00}=|a|^2$. Choose any complex number $L$ with $L\bar L=|a|^2$ and divide the column by $\bar L$:

$$\phi(x)=\frac{\bar a}{\bar L}\,\psi(x),\qquad \left|\frac{\bar a}{\bar L}\right|=1,\qquad \phi(0)=\frac{|a|^2}{\bar L}=L .$$

The new orbital is the old one times a phase, so it is normalised, has the same density matrix, and gives the same value to any energy built from $P$. The method of selected columns of the density matrix (SCDM) does this for $N$ orbitals at once. The condition $a\ne0$ becomes invertibility of an $N\times N$ block, $L$ becomes any matrix factor of the selected block of $P$, taken as given, and the phase becomes a unitary matrix.

## Orbitals, density matrix and selected points

```lean
import Mathlib

open Matrix ComplexConjugate

namespace SCDMExchange

noncomputable section

variable {n m : Type*} [Fintype m] [DecidableEq m]
```

The type `n` labels grid points $x,y$ and the type `m` labels the $N$ orbitals $i,j$. A term of `Matrix n m ℂ` is a complex matrix $\Psi$ with entries $\Psi_{xi}=\psi_i(x)$, one orbital per column. Lean writes the conjugate transpose $A^*$ as `Aᴴ` and the complex conjugate $\bar z$ as `conj z`.

```lean
/-- Density matrix `P = Ψ Ψ*` of the orbitals stored in the columns of `Ψ`. -/
def dens (Ψ : Matrix n m ℂ) : Matrix n n ℂ := Ψ * Ψᴴ
```

A `def` introduces a name, with its arguments in parentheses and its value after `:=`. Here $P=\Psi\Psi^*$, so $P_{xy}=\sum_j\psi_j(x)\overline{\psi_j(y)}$. Every orbital has occupation one, and there is no spin or k-point label.

```lean
/-- The square block `Ψ_C`: the orbital values at the selected grid points `c`. -/
def rows (Ψ : Matrix n m ℂ) (c : m → n) : Matrix m m ℂ := Ψ.submatrix c id
```

The selection $C$ is a map `c : m → n` that assigns a grid point $c(i)$ to each orbital index, so the list of selected points has as many entries as there are orbitals. `submatrix c id` reindexes the rows by $c$ and leaves the columns alone, which gives the square block $(\Psi_C)_{ij}=\psi_j(c(i))$. The map is not required to be injective; a repeated point would give two equal rows, which the invertibility hypothesis below excludes.

```lean
/-- The selected columns `P(:,C)` of the density matrix. -/
def selCols (Ψ : Matrix n m ℂ) (c : m → n) : Matrix n m ℂ := (dens Ψ).submatrix id c
```

These are the columns of $P$ at the selected points, $P(:,C)_{xj}=P_{x\,c(j)}$.

```lean
/-- The block `P_CC` of the density matrix on the selected grid points. -/
def selBlock (Ψ : Matrix n m ℂ) (c : m → n) : Matrix m m ℂ := (dens Ψ).submatrix c c
```

This is the square block $(P_{CC})_{ij}=P_{c(i)\,c(j)}$.

```lean
/-- The SCDM orbitals `Φ = P(:,C) (L*)⁻¹` built from a matrix `L`. -/
def scdm (Ψ : Matrix n m ℂ) (c : m → n) (L : Matrix m m ℂ) : Matrix n m ℂ :=
  selCols Ψ c * (Lᴴ)⁻¹
```

The SCDM orbitals are the columns of $\Phi=P(:,C)\,(L^*)^{-1}$, for an $N\times N$ matrix $L$. Mathlib assigns the zero matrix as the inverse of a singular matrix, so the definition makes sense for every $L$, and the theorems establish that the inverse is a true one when $LL^*=P_{CC}$ and $\Psi_C$ is invertible.

```lean
/-- The gauge matrix `U = Ψ_C* (L*)⁻¹`. -/
def gauge (Ψ : Matrix n m ℂ) (c : m → n) (L : Matrix m m ℂ) : Matrix m m ℂ :=
  (rows Ψ c)ᴴ * (Lᴴ)⁻¹
```

The matrix $U=\Psi_C^*(L^*)^{-1}$ generalises the phase $\bar a/\bar L$.

## Two forms of the exchange energy

```lean
/-- Exchange energy `-∑ w_xy |P_xy|²` of a density matrix for an interaction kernel `w`. -/
def exchange [Fintype n] (w : n → n → ℝ) (P : Matrix n n ℂ) : ℝ :=
  -∑ x, ∑ y, w x y * ‖P x y‖ ^ 2
```

The density-matrix form is $E[P]=-\sum_{x,y}w_{xy}|P_{xy}|^2$, and `‖P x y‖` is the modulus of a complex number. The kernel $w_{xy}$ stands for the electron–electron interaction between grid points, bare or screened Coulomb. It is an arbitrary real function, with no symmetry or sign assumed. Every entry is finite, so the Coulomb singularity at $x=y$ is taken as already regularised. Prefactors such as $1/2$ and the exact-exchange fraction of a hybrid functional are taken as absorbed into $w$. Quadrature weights are taken as absorbed into the orbital values, each multiplied by the square root of the weight of its point, which is what makes orthonormality an unweighted sum below.

```lean
/-- Exchange energy as a sum over orbital pairs `i, j` of the interaction of the pair density
`conj φ_i · φ_j` at `x` with its conjugate at `y`. -/
def orbExchange [Fintype n] (w : n → n → ℝ) (Φ : Matrix n m ℂ) : ℂ :=
  -∑ i, ∑ j, ∑ x, ∑ y, (w x y : ℂ) * (conj (Φ x i) * Φ x j) * (Φ y i * conj (Φ y j))
```

With $\phi_i(x)=\Phi_{xi}$, the orbital-pair form is

$$E_{\rm orb}[\Phi]=-\sum_{i,j}\sum_{x,y}w_{xy}\,\overline{\phi_i(x)}\phi_j(x)\,\phi_i(y)\overline{\phi_j(y)},$$

the interaction of each pair density $\overline{\phi_i}\phi_j$ with its own conjugate. It is defined as a complex number.

## The selected columns lie in the span of the orbitals

```lean
omit [DecidableEq m] in
/-- The selected columns are `P(:,C) = Ψ Ψ_C*`. -/
theorem selCols_eq (Ψ : Matrix n m ℂ) (c : m → n) : selCols Ψ c = Ψ * (rows Ψ c)ᴴ := by
  ext i j
  simp [selCols, dens, rows, Matrix.mul_apply]
```

A `theorem` states a proposition after the colon and proves it after `:= by`. The statement is $P(:,C)=\Psi\Psi_C^*$, and by hand

$$P_{x\,c(j)}=\sum_k\psi_k(x)\overline{\psi_k(c(j))}=\sum_k\Psi_{xk}(\Psi_C^*)_{kj}.$$

The tactic `ext i j` reduces the matrix equation to one entry, and `simp` expands both sides into this sum.

```lean
omit [DecidableEq m] in
/-- The selected block is `P_CC = Ψ_C Ψ_C*`. -/
theorem selBlock_eq (Ψ : Matrix n m ℂ) (c : m → n) :
    selBlock Ψ c = rows Ψ c * (rows Ψ c)ᴴ := by
  ext i j
  simp [selBlock, dens, rows, Matrix.mul_apply]
```

Setting $x=c(i)$ in the same formula gives $P_{CC}=\Psi_C\Psi_C^*$.

## The factor is invertible and the gauge matrix is unitary

```lean
/-- If `Ψ_C` is invertible, every `L` with `L L* = P_CC` is invertible. -/
theorem factor_isUnit (Ψ : Matrix n m ℂ) (c : m → n) (L : Matrix m m ℂ)
    (hC : IsUnit (rows Ψ c).det) (hL : L * Lᴴ = selBlock Ψ c) : IsUnit L.det := by
  have h := congrArg det hL
  -- |det L|² = |det Ψ_C|²
  simp only [selBlock_eq, det_mul, det_conjTranspose] at h
  have h2 : IsUnit (L.det * star L.det) := by
    rw [h]
    exact hC.mul hC.star
  exact isUnit_of_mul_isUnit_left h2
```

Hypotheses are named arguments. `hC : IsUnit (rows Ψ c).det` says that $\det\Psi_C$ has a multiplicative inverse, which over $\mathbb C$ means $\det\Psi_C\ne0$. Physically, no nonzero combination of the orbitals vanishes at all the selected points, so the values at $C$ determine a state in the occupied space. `hL` says $LL^*=P_{CC}$. A Cholesky factor satisfies it, but $L$ need not be triangular. By `selBlock_eq` the choice $L=\Psi_C$ also satisfies it and, under `hC`, gives $U=1$ and $\Phi=\Psi$; more generally $L=\Psi_CV$ with $V$ unitary gives $\Phi=\Psi V$. As $L$ ranges over all factors, `scdm` therefore covers every unitary rotation of the orbitals, and the SCDM construction proper is a particular choice such as the Cholesky factor. For that choice the hypothesis is assumed and not derived: the file contains no theorem that $P_{CC}$ is positive definite or that a Cholesky factor exists, although for a nonzero vector $v$ the identity $v^*P_{CC}v=\|\Psi_C^*v\|^2>0$ gives the first and the second is its standard consequence.

The conclusion is $\det L\neq0$. Taking determinants of $LL^*=\Psi_C\Psi_C^*$ gives

$$\det L\,\overline{\det L}=\det\Psi_C\,\overline{\det\Psi_C}\neq0 .$$

In the proof `congrArg det hL` applies the determinant to both sides, `det_mul` and `det_conjTranspose` produce the displayed equation, in which `star` is complex conjugation, and `isUnit_of_mul_isUnit_left` passes from an invertible product to an invertible factor.

```lean
/-- If `Ψ_C` is invertible and `L L* = P_CC`, the gauge matrix `U` is unitary. -/
theorem gauge_unitary (Ψ : Matrix n m ℂ) (c : m → n) (L : Matrix m m ℂ)
    (hC : IsUnit (rows Ψ c).det) (hL : L * Lᴴ = selBlock Ψ c) :
    (gauge Ψ c L)ᴴ * gauge Ψ c L = 1 ∧ gauge Ψ c L * (gauge Ψ c L)ᴴ = 1 := by
  have hu := factor_isUnit Ψ c L hC hL
  have hu' : IsUnit Lᴴ.det := by
    rw [det_conjTranspose]
    exact hu.star
  have hadj : (gauge Ψ c L)ᴴ = L⁻¹ * rows Ψ c := by
    simp only [gauge, conjTranspose_mul, conjTranspose_nonsing_inv, conjTranspose_conjTranspose]
  have h1 : (gauge Ψ c L)ᴴ * gauge Ψ c L = 1 := by
    -- U* U = L⁻¹ P_CC (L*)⁻¹
    calc (gauge Ψ c L)ᴴ * gauge Ψ c L
        = L⁻¹ * (rows Ψ c * (rows Ψ c)ᴴ) * (Lᴴ)⁻¹ := by
          rw [hadj]
          simp only [gauge, Matrix.mul_assoc]
      _ = (L⁻¹ * L) * (Lᴴ * (Lᴴ)⁻¹) := by
          rw [← selBlock_eq, ← hL]
          simp only [Matrix.mul_assoc]
      _ = 1 := by rw [nonsing_inv_mul _ hu, mul_nonsing_inv _ hu', Matrix.mul_one]
  exact ⟨h1, mul_eq_one_comm.mp h1⟩
```

The symbol `∧` joins the two claims $U^*U=1$ and $UU^*=1$. First, $U^*=L^{-1}\Psi_C$, since the adjoint reverses a product and commutes with inversion; this is `hadj`. Then

$$U^*U=L^{-1}\Psi_C\Psi_C^*(L^*)^{-1}=L^{-1}P_{CC}(L^*)^{-1}=(L^{-1}L)\,\bigl(L^*(L^*)^{-1}\bigr)=1 .$$

The `calc` block is this chain, one equality per step with its justification after `:=`. The last step uses `hu` and `hu'`, the invertibility of $L$ and of $L^*$. A left inverse of a finite square matrix is also a right inverse, and `mul_eq_one_comm` uses this to give $UU^*=1$. Orthonormality of $\Psi$ plays no part here.

## The pair sum factorises

```lean
omit [DecidableEq m] in
/-- The orbital-pair exchange energy equals `-∑ w_xy |P_xy|²` with `P = Φ Φ*`. -/
theorem orbExchange_eq [Fintype n] (w : n → n → ℝ) (Φ : Matrix n m ℂ) :
    orbExchange w Φ = (exchange w (dens Φ) : ℂ) := by
  have swap : ∀ f : m → m → n → n → ℂ,
      ∑ i, ∑ j, ∑ x, ∑ y, f i j x y = ∑ x, ∑ y, ∑ i, ∑ j, f i j x y := by
    intro f
    calc ∑ i, ∑ j, ∑ x, ∑ y, f i j x y = ∑ i, ∑ x, ∑ y, ∑ j, f i j x y :=
          Finset.sum_congr rfl fun i _ =>
            Finset.sum_comm.trans (Finset.sum_congr rfl fun x _ => Finset.sum_comm)
      _ = ∑ x, ∑ i, ∑ y, ∑ j, f i j x y := Finset.sum_comm
      _ = ∑ x, ∑ y, ∑ i, ∑ j, f i j x y := Finset.sum_congr rfl fun x _ => Finset.sum_comm
  have hz : ∀ z : ℂ, ((‖z‖ ^ 2 : ℝ) : ℂ) = conj z * z := by
    intro z
    rw [mul_comm, Complex.mul_conj, Complex.normSq_eq_norm_sq]
  have hP : ∀ x y, dens Φ x y = ∑ j, Φ x j * conj (Φ y j) := by
    intro x y
    simp [dens, Matrix.mul_apply]
  unfold orbExchange exchange
  rw [swap, Complex.ofReal_neg, Complex.ofReal_sum]
  congr 1
  refine Finset.sum_congr rfl fun x _ => ?_
  rw [Complex.ofReal_sum]
  refine Finset.sum_congr rfl fun y _ => ?_
  -- the double orbital sum factorises into conj P_xy times P_xy
  rw [Complex.ofReal_mul, hz, hP, map_sum, Finset.sum_mul_sum, Finset.mul_sum]
  refine Finset.sum_congr rfl fun i _ => ?_
  rw [Finset.mul_sum]
  refine Finset.sum_congr rfl fun j _ => ?_
  simp only [map_mul, Complex.conj_conj]
  ring
```

For any matrix $\Phi$, orthonormal or not, $E_{\rm orb}[\Phi]=E[\Phi\Phi^*]$. The right side is a real number read as a complex one, so the pair sum is real. With $P=\Phi\Phi^*$ and the grid sums moved outside,

$$\sum_{i,j}\overline{\phi_i(x)}\phi_j(x)\phi_i(y)\overline{\phi_j(y)}=\Bigl(\sum_i\overline{\phi_i(x)}\phi_i(y)\Bigr)\Bigl(\sum_j\phi_j(x)\overline{\phi_j(y)}\Bigr)=\overline{P_{xy}}\,P_{xy}=|P_{xy}|^2 .$$

The auxiliary statement `swap` reorders the four finite sums by exchanging two at a time, `hz` is $|z|^2=\bar zz$, and `hP` is the entry formula for $P$. At fixed $x,y$ Lean runs the display from right to left: `Finset.sum_mul_sum` expands the product of sums into a double sum, and `ring` matches the terms for each $i,j$.

## Orthonormality, density matrix and exchange of the SCDM orbitals

```lean
/-- For orthonormal `Ψ`, invertible `Ψ_C` and `L L* = P_CC`: `L` is invertible, the SCDM orbitals
are `Φ = Ψ U`, orthonormal, with `Φ Φ* = P`, and both forms of the exchange energy are unchanged. -/
theorem scdm_orthonormal_exchange [Fintype n] (Ψ : Matrix n m ℂ) (c : m → n)
    (L : Matrix m m ℂ) (w : n → n → ℝ) (hΨ : Ψᴴ * Ψ = 1)
    (hC : IsUnit (rows Ψ c).det) (hL : L * Lᴴ = selBlock Ψ c) :
    IsUnit L.det ∧ scdm Ψ c L = Ψ * gauge Ψ c L ∧ (scdm Ψ c L)ᴴ * scdm Ψ c L = 1 ∧
      dens (scdm Ψ c L) = dens Ψ ∧
      exchange w (dens (scdm Ψ c L)) = exchange w (dens Ψ) ∧
      orbExchange w (scdm Ψ c L) = orbExchange w Ψ := by
  obtain ⟨h1, h2⟩ := gauge_unitary Ψ c L hC hL
  have hΦ : scdm Ψ c L = Ψ * gauge Ψ c L := by
    rw [scdm, gauge, selCols_eq, Matrix.mul_assoc]
  have hd : dens (scdm Ψ c L) = dens Ψ := by
    -- Ψ U U* Ψ* = Ψ Ψ*
    rw [hΦ, dens, dens, conjTranspose_mul, Matrix.mul_assoc,
      ← Matrix.mul_assoc (gauge Ψ c L), h2, Matrix.one_mul]
  refine ⟨factor_isUnit Ψ c L hC hL, hΦ, ?_, hd, by rw [hd], ?_⟩
  · rw [hΦ, conjTranspose_mul, Matrix.mul_assoc, ← Matrix.mul_assoc Ψᴴ, hΨ, Matrix.one_mul, h1]
  · rw [orbExchange_eq, orbExchange_eq, hd]
```

The new hypothesis `hΨ : Ψᴴ * Ψ = 1` is orthonormality in the unweighted grid inner product, $\sum_x\overline{\psi_i(x)}\psi_j(x)=\delta_{ij}$. Under `hΨ`, `hC` and `hL`, and for every real kernel $w$, six statements hold: $\det L\ne0$; $\Phi=\Psi U$; $\Phi^*\Phi=1$; $\Phi\Phi^*=P$; $E[\Phi\Phi^*]=E[P]$; and $E_{\rm orb}[\Phi]=E_{\rm orb}[\Psi]$. By hand,

$$\Phi=P(:,C)(L^*)^{-1}=\Psi\,\Psi_C^*(L^*)^{-1}=\Psi U,$$
$$\Phi\Phi^*=\Psi\,UU^*\,\Psi^*=\Psi\Psi^*,\qquad \Phi^*\Phi=U^*\,\Psi^*\Psi\,U=U^*U=1 .$$

The line with `obtain` names the two unitarity relations `h1` and `h2`. Then `hΦ` is the first display and `hd` is the equality of density matrices, which uses `h2`. The command `refine` supplies four of the six statements directly, the equality $E[\Phi\Phi^*]=E[P]$ by substituting `hd`, and leaves two goals marked `?_`. Orthonormality of $\Phi$ uses `hΨ` and `h1`, and it is the only place where `hΨ` enters. For the pair form, `orbExchange_eq` converts both sides into the density-matrix form, where `hd` applies again.

For hybrid-functional and Hartree–Fock calculations with a finite grid and fully occupied orbitals, the theorem allows the exchange energy to be evaluated from the SCDM orbitals with no change in the complete pair sum. The theorem does not address how $C$ is chosen, whether the columns of $\Phi$ are localised, the conditioning of $\Psi_C$, or the error made when pairs with small overlap are discarded.

## Values at the selected points

```lean
/-- The values of the SCDM orbitals at the selected grid points are the entries of `L`. -/
theorem scdm_rows (Ψ : Matrix n m ℂ) (c : m → n) (L : Matrix m m ℂ)
    (hC : IsUnit (rows Ψ c).det) (hL : L * Lᴴ = selBlock Ψ c) :
    rows (scdm Ψ c L) c = L := by
  have hu' : IsUnit Lᴴ.det := by
    rw [det_conjTranspose]
    exact (factor_isUnit Ψ c L hC hL).star
  have h : rows (scdm Ψ c L) c = selBlock Ψ c * (Lᴴ)⁻¹ := by
    ext i j
    simp [rows, scdm, selCols, selBlock, Matrix.mul_apply]
  rw [h, ← hL, Matrix.mul_assoc, mul_nonsing_inv _ hu', Matrix.mul_one]
```

When $\Psi_C$ is invertible and $LL^*=P_{CC}$, the rows of $\Phi$ at the selected points form $L$, that is $\phi_j(c(i))=L_{ij}$, as $\phi(0)=L$ did for one orbital. Restricting the rows of $P(:,C)(L^*)^{-1}$ to $C$ gives

$$\Phi_C=P_{CC}(L^*)^{-1}=LL^*(L^*)^{-1}=L .$$

The first equality is `h`, proved entry by entry, and the closing `rw` performs the other two. A zero entry of $L$ is therefore a zero of an SCDM orbital at a selected point; for a lower triangular $L$, orbital $j$ vanishes at $c(i)$ whenever $i<j$.

## Every orthonormalising mixing comes from a factor

```lean
/-- Conversely, if `P(:,C) M` has orthonormal columns, then `M` is invertible, `L = (M*)⁻¹`
satisfies `L L* = P_CC`, and `P(:,C) M` are the SCDM orbitals of this `L`. -/
theorem orthonormal_mixing_is_scdm [Fintype n] (Ψ : Matrix n m ℂ) (c : m → n)
    (M : Matrix m m ℂ) (hΨ : Ψᴴ * Ψ = 1)
    (h : (selCols Ψ c * M)ᴴ * (selCols Ψ c * M) = 1) :
    IsUnit M.det ∧ (Mᴴ)⁻¹ * ((Mᴴ)⁻¹)ᴴ = selBlock Ψ c ∧
      selCols Ψ c * M = scdm Ψ c (Mᴴ)⁻¹ := by
  -- the overlap of the mixed columns is M* P_CC M
  have h1 : Mᴴ * (selBlock Ψ c * M) = 1 := by
    rw [selCols_eq] at h
    simp only [conjTranspose_mul, conjTranspose_conjTranspose, Matrix.mul_assoc] at h
    rw [← Matrix.mul_assoc Ψᴴ Ψ, hΨ, Matrix.one_mul] at h
    rw [selBlock_eq, Matrix.mul_assoc]
    exact h
  have h2 : (Mᴴ)⁻¹ = selBlock Ψ c * M := inv_eq_right_inv h1
  have hM : IsUnit M.det :=
    isUnit_det_of_left_inverse (B := Mᴴ * selBlock Ψ c) (by rw [Matrix.mul_assoc, h1])
  have h3 : ((Mᴴ)⁻¹)ᴴ = M⁻¹ := by
    rw [conjTranspose_nonsing_inv, conjTranspose_conjTranspose]
  refine ⟨hM, ?_, ?_⟩
  · rw [h3, h2, Matrix.mul_assoc, mul_nonsing_inv _ hM, Matrix.mul_one]
  · rw [scdm, h3, nonsing_inv_nonsing_inv _ hM]
```

Let $M$ be any $N\times N$ matrix for which $P(:,C)M$ has orthonormal columns. With $\Psi$ orthonormal, and with no assumption on $\Psi_C$, the theorem states that $M$ is invertible, that $L=(M^*)^{-1}$ satisfies $LL^*=P_{CC}$, and that $P(:,C)M$ is the SCDM matrix of this $L$. The overlap of the mixed columns is

$$1=M^*\,\Psi_C\Psi^*\Psi\Psi_C^*\,M=M^*P_{CC}M ,$$

which is `h1`. Grouped as $M^*(P_{CC}M)=1$ it gives $L=P_{CC}M$, which is `h2`. Grouped as $(M^*P_{CC})M=1$ it gives a left inverse of $M$, hence `hM`. With $L^*=M^{-1}$, which is `h3`, one finds $LL^*=P_{CC}MM^{-1}=P_{CC}$ and $(L^*)^{-1}=M$.

## Two orbitals on three points, and the complete basis

```lean
/-- Two orbitals on three grid points. -/
def psiEx : Matrix (Fin 3) (Fin 2) ℂ := !![0, 3/5; 4/5, 12/25; -(3/5), 16/25]
```

`Fin 3` is the index set $\{0,1,2\}$, and `!![…]` lists rows separated by semicolons. The columns are $\psi_0=(0,\tfrac45,-\tfrac35)$ and $\psi_1=(\tfrac35,\tfrac{12}{25},\tfrac{16}{25})$.

```lean
/-- A lower triangular two by two matrix with positive diagonal. -/
def cholEx : Matrix (Fin 2) (Fin 2) ℂ := !![3/5, 0; 12/25, 4/5]
```

This is $L=\begin{pmatrix}3/5&0\\12/25&4/5\end{pmatrix}$, lower triangular with positive diagonal.

```lean
/-- The orbitals `psiEx` are orthonormal, their first two rows form an invertible block, and
`cholEx` factorises the selected block of the density matrix. -/
theorem scdm_witness : psiExᴴ * psiEx = 1 ∧ IsUnit (rows psiEx ![0, 1]).det ∧
    cholEx * cholExᴴ = selBlock psiEx ![0, 1] := by
  refine ⟨?_, ?_, ?_⟩
  · ext i j
    fin_cases i <;> fin_cases j <;>
      simp [psiEx, Matrix.mul_apply, Fin.sum_univ_three, Complex.conj_ofNat] <;> norm_num
  · rw [isUnit_iff_ne_zero, Matrix.det_fin_two]
    simp [rows, psiEx]
  · ext i j
    simp only [selBlock, dens, Matrix.submatrix_apply, Matrix.mul_apply,
      Matrix.conjTranspose_apply, Fin.sum_univ_two]
    fin_cases i <;> fin_cases j <;> simp [psiEx, cholEx]
    all_goals norm_num

end

end SCDMExchange
```

The selection `![0, 1]` is $c(0)=0$, $c(1)=1$. The theorem verifies `hΨ`, `hC` and `hL` for these matrices. The norms are $\tfrac{16}{25}+\tfrac9{25}=1$ and $\tfrac{225+144+256}{625}=1$, the overlap is $\tfrac{48}{125}-\tfrac{48}{125}=0$, and $\det\Psi_C=-\tfrac{12}{25}$. Both $LL^*$ and $P_{CC}$ equal $\begin{pmatrix}9/25&36/125\\36/125&544/625\end{pmatrix}$. The tactic `fin_cases` splits a matrix equation into its four entries, and `simp` with `norm_num` does the arithmetic.

In this example $\Psi_C$ is $L$ with its columns interchanged, so $U$ is the swap matrix, and $\phi_0=\psi_1$, $\phi_1=\psi_0$. The orbital $\phi_1$ vanishes at the point $c(0)=0$, in agreement with $L_{01}=0$.

In the limit where the orbitals fill the grid space, $N$ equals the number of points and every point is selected. Then $\Psi$ is unitary, $P$ and $P_{CC}$ are identity matrices, and the choice $L=1$ gives $\phi_j(x)=\delta_{x\,c(j)}$, so each SCDM orbital sits on a single grid point and the exchange energy reduces to $-\sum_xw_{xx}$.

```lean
#print axioms SCDMExchange.scdm_orthonormal_exchange
#print axioms SCDMExchange.scdm_rows
#print axioms SCDMExchange.orthonormal_mixing_is_scdm
```

```
'SCDMExchange.scdm_orthonormal_exchange' depends on axioms: [propext, Classical.choice, Quot.sound]
'SCDMExchange.scdm_rows' depends on axioms: [propext, Classical.choice, Quot.sound]
'SCDMExchange.orthonormal_mixing_is_scdm' depends on axioms: [propext, Classical.choice, Quot.sound]
```
